# Occupied orbitals lie below empty ones at a finite-basis Hartree–Fock minimum with repulsive electrons

After diagonalising the Fock matrix, a self-consistent-field program must choose which orbitals to fill, and the aufbau rule takes the lowest. At a minimum over all real determinants with the same electron number, in a finite spin-orbital basis, that filling is the right one if the interaction is positive on antisymmetric pair functions. Even without positivity, a normalised occupied orbital $i$ and a normalised empty orbital $a$ at such a minimum obey

$$F_{aa}-F_{ii}\ge J_{ia}-K_{ia},$$

where $F$ is the Fock matrix and $J$, $K$ are the Coulomb and exchange integrals.

## An orthonormal basis of real spin orbitals

The indices in `n` label spin orbitals. With $h$ the one-electron matrix, $D$ the density matrix and `g p q r s` $=(pq|rs)$,

$$G(D)_{pq}=\sum_{rs}D_{sr}[(pq|rs)-(ps|rq)],\quad F=h+G(D),\quad E=\mathrm{tr}\,hD+\tfrac12\mathrm{tr}\,G(D)D.$$

```lean
import Mathlib

open Matrix

namespace HartreeFockGap

noncomputable section

variable {n : Type*} [Fintype n]

/-- The Coulomb and exchange mean field of a density matrix `D`, with `g p q r s = (pq|rs)`
in a basis of spin orbitals. -/
def meanField (g : n → n → n → n → ℝ) (D : Matrix n n ℝ) : Matrix n n ℝ :=
  Matrix.of fun p q => ∑ r, ∑ s, D s r * (g p q r s - g p s r q)

/-- The Fock matrix: one-electron part plus mean field. -/
def fock (h : Matrix n n ℝ) (g : n → n → n → n → ℝ) (D : Matrix n n ℝ) : Matrix n n ℝ :=
  h + meanField g D

/-- The Hartree-Fock energy as a functional of the density matrix. -/
def energy (h : Matrix n n ℝ) (g : n → n → n → n → ℝ) (D : Matrix n n ℝ) : ℝ :=
  (h * D).trace + 1 / 2 * (meanField g D * D).trace
```

For coefficient vectors $u,v$, $J_{uv}=(uu|vv)$ and $K_{uv}=(uv|vu)$.

```lean
/-- The two-electron integral `(uv|wx)` over four orbitals given by their coefficients. -/
def eri (g : n → n → n → n → ℝ) (u v w x : n → ℝ) : ℝ :=
  ∑ p, ∑ q, ∑ r, ∑ s, u p * v q * w r * x s * g p q r s

/-- The Coulomb integral `J = (uu|vv)`. -/
def coulomb (g : n → n → n → n → ℝ) (u v : n → ℝ) : ℝ := eri g u u v v

/-- The exchange integral `K = (uv|vu)`. -/
def exchange (g : n → n → n → n → ℝ) (u v : n → ℝ) : ℝ := eri g u v v u
```

Two conditions on the interaction follow, then the determinants, the minimum and the promotion $D'=D+aa^T-ii^T$. Orthonormality enters through `idem` and the trace: in an overlapping basis, $D^2=D$ would not describe a determinant, nor $\mathrm{tr}\,D$ count electrons.

```lean
/-- The integrals do not change when the two electrons are interchanged: `(pq|rs) = (rs|pq)`. -/
def PairSymmetric (g : n → n → n → n → ℝ) : Prop := ∀ p q r s, g p q r s = g r s p q

/-- The interaction energy of every nonzero antisymmetric pair function is positive. -/
def Repulsive (g : n → n → n → n → ℝ) : Prop :=
  ∀ A : Matrix n n ℝ, Aᵀ = -A → A ≠ 0 →
    0 < ∑ p, ∑ q, ∑ r, ∑ s, A p r * A q s * g p q r s

/-- The density matrix of a real Slater determinant: a symmetric idempotent. -/
structure IsDensity (D : Matrix n n ℝ) : Prop where
  symm : Dᵀ = D
  idem : D * D = D

/-- `D` minimises the Hartree-Fock energy among determinants with the same electron number. -/
structure IsMinimiser (h : Matrix n n ℝ) (g : n → n → n → n → ℝ) (D : Matrix n n ℝ) :
    Prop where
  density : IsDensity D
  le : ∀ D', IsDensity D' → D'.trace = D.trace → energy h g D ≤ energy h g D'

/-- The matrix `D + aaᵀ - iiᵀ`. For a determinant `D` with an occupied unit orbital `i` and an empty
unit orbital `a`, it is the density matrix after one electron has moved from `i` to `a`. -/
def promote (D : Matrix n n ℝ) (i a : n → ℝ) : Matrix n n ℝ :=
  D + vecMulVec a a - vecMulVec i i
```

## Interchangeable electrons

`PairSymmetric` says $(pq|rs)=(rs|pq)$: the electrons are identical. The other symmetries of real integrals are not needed. Relabelling the sums gives $\mathrm{tr}\,G(A)B=\mathrm{tr}\,G(B)A$, which is `meanField_symm`. For orbital projectors, $\mathrm{tr}\,G(vv^T)uu^T=J_{uv}-K_{uv}$, which vanishes for $u=v$.

```lean
/-- A fourfold sum over basis functions is unchanged when the two index pairs are exchanged. -/
theorem sum_pair (f : n → n → n → n → ℝ) :
    ∑ p, ∑ q, ∑ r, ∑ s, f p q r s = ∑ p, ∑ q, ∑ r, ∑ s, f r s p q := by
  have key : ∑ x : n × n × n × n, f x.1 x.2.1 x.2.2.1 x.2.2.2
      = ∑ x : n × n × n × n, f x.2.2.1 x.2.2.2 x.1 x.2.1 :=
    Fintype.sum_equiv ⟨fun x => (x.2.2.1, x.2.2.2, x.1, x.2.1),
      fun x => (x.2.2.1, x.2.2.2, x.1, x.2.1), fun _ => rfl, fun _ => rfl⟩ _ _ (fun _ => rfl)
  simpa only [Fintype.sum_prod_type] using key

/-- A fourfold sum over basis functions is unchanged when the second and fourth index are
exchanged. -/
theorem sum_swap (f : n → n → n → n → ℝ) :
    ∑ p, ∑ q, ∑ r, ∑ s, f p q r s = ∑ p, ∑ q, ∑ r, ∑ s, f p s r q := by
  have key : ∑ x : n × n × n × n, f x.1 x.2.1 x.2.2.1 x.2.2.2
      = ∑ x : n × n × n × n, f x.1 x.2.2.2 x.2.2.1 x.2.1 :=
    Fintype.sum_equiv ⟨fun x => (x.1, x.2.2.2, x.2.2.1, x.2.1),
      fun x => (x.1, x.2.2.2, x.2.2.1, x.2.1), fun _ => rfl, fun _ => rfl⟩ _ _ (fun _ => rfl)
  simpa only [Fintype.sum_prod_type] using key

/-- For pair-symmetric integrals, the energy of `B` in the mean field of `A` equals that of `A`
in the mean field of `B`. -/
theorem meanField_symm {g : n → n → n → n → ℝ} (hg : PairSymmetric g) (A B : Matrix n n ℝ) :
    (meanField g A * B).trace = (meanField g B * A).trace := by
  simp only [Matrix.trace, Matrix.diag_apply, Matrix.mul_apply, meanField, Matrix.of_apply,
    Finset.sum_mul]
  refine (sum_pair (fun p q r s => A s r * (g p q r s - g p s r q) * B q p)).trans ?_
  refine Finset.sum_congr rfl fun p _ => Finset.sum_congr rfl fun q _ =>
    Finset.sum_congr rfl fun r _ => Finset.sum_congr rfl fun s _ => ?_
  show A q p * (g r s p q - g r q p s) * B s r = _
  rw [hg r s p q, hg r q p s]
  ring

/-- An electron in orbital `u` feels an electron in orbital `v` through `J - K`. -/
theorem pair_energy (g : n → n → n → n → ℝ) (u v : n → ℝ) :
    (meanField g (vecMulVec v v) * vecMulVec u u).trace = coulomb g u v - exchange g u v := by
  have hK : exchange g u v = ∑ p, ∑ q, ∑ r, ∑ s, u p * v s * v r * u q * g p s r q :=
    sum_swap (fun p q r s => u p * v q * v r * u s * g p q r s)
  rw [hK]
  simp only [coulomb, eri, Matrix.trace, Matrix.diag_apply, Matrix.mul_apply, meanField,
    Matrix.of_apply, vecMulVec_apply, Finset.sum_mul, ← Finset.sum_sub_distrib]
  refine Finset.sum_congr rfl fun p _ => Finset.sum_congr rfl fun q _ =>
    Finset.sum_congr rfl fun r _ => Finset.sum_congr rfl fun s _ => ?_
  ring
```

Put $\Delta=aa^T-ii^T$. Since $G$ is linear,

$$E(D')-E(D)=\mathrm{tr}\,h\Delta+\tfrac12[\mathrm{tr}\,G(D)\Delta+\mathrm{tr}\,G(\Delta)D]+\tfrac12\mathrm{tr}\,G(\Delta)\Delta.$$

By symmetry the first two terms make $\mathrm{tr}\,F\Delta=F_{aa}-F_{ii}$. In the last, the self-terms vanish and the two cross terms give $-(J_{ia}-K_{ia})$. Hence

$$E(D')-E(D)=F_{aa}-F_{ii}-(J_{ia}-K_{ia}).$$

Without the symmetry, the bracket need not equal $2\,\mathrm{tr}\,G(D)\Delta$. In the proof, `linear_combination` collects these same terms.

```lean
/-- For pair-symmetric integrals, promotion from `i` to `a` changes the energy by exactly
`F_aa - F_ii - (J_ia - K_ia)`. -/
theorem energy_promote (h : Matrix n n ℝ) {g : n → n → n → n → ℝ} (hg : PairSymmetric g)
    (D : Matrix n n ℝ) (i a : n → ℝ) :
    energy h g (promote D i a) = energy h g D
      + (a ⬝ᵥ fock h g D *ᵥ a - i ⬝ᵥ fock h g D *ᵥ i)
      - (coulomb g i a - exchange g i a) := by
  have hadd : ∀ A B, meanField g (A + B) = meanField g A + meanField g B := by
    intro A B
    ext p q
    simp only [meanField, Matrix.of_apply, Matrix.add_apply, add_mul, Finset.sum_add_distrib]
  have hsub : ∀ A B, meanField g (A - B) = meanField g A - meanField g B := by
    intro A B
    ext p q
    simp only [meanField, Matrix.of_apply, Matrix.sub_apply, sub_mul, Finset.sum_sub_distrib]
  -- an orbital expectation value is a trace against the orbital projector
  have hexp : ∀ (M : Matrix n n ℝ) (u : n → ℝ),
      u ⬝ᵥ M *ᵥ u = (M * vecMulVec u u).trace := by
    intro M u
    simp only [Matrix.trace, Matrix.diag_apply, Matrix.mul_apply, vecMulVec_apply, dotProduct,
      Matrix.mulVec, Finset.mul_sum]
    refine Finset.sum_congr rfl fun p _ => Finset.sum_congr rfl fun q _ => ?_
    ring
  -- self-interaction cancels
  have hself : ∀ u : n → ℝ, (meanField g (vecMulVec u u) * vecMulVec u u).trace = 0 := by
    intro u
    rw [pair_energy]
    exact sub_self _
  have h1 := meanField_symm hg (vecMulVec a a) D
  have h2 := meanField_symm hg (vecMulVec i i) D
  have h3 := pair_energy g i a
  have h4 := meanField_symm hg (vecMulVec i i) (vecMulVec a a)
  rw [hexp, hexp]
  simp only [energy, promote, fock, hadd, hsub, Matrix.add_mul, Matrix.sub_mul, Matrix.mul_add,
    Matrix.mul_sub, Matrix.trace_add, Matrix.trace_sub]
  linear_combination (1 / 2) * h1 - (1 / 2) * h2 - h3 - (1 / 2) * h4
    + (1 / 2) * hself a + (1 / 2) * hself i
```

## One full and one empty orbital

$Di=i$ means that $i$ is fully occupied, $Da=0$ that $a$ is empty; both are unit vectors. As $D$ is symmetric, $i\cdot a=(Di)\cdot a=i\cdot(Da)=0$. With $P=ii^T$ and $Q=aa^T$, we have $DP=PD=P$, $DQ=QD=0$, $P^2=P$, $Q^2=Q$ and $PQ=QP=0$, so

$$(D+Q-P)^2=D-P+Q-P+P=D+Q-P.$$

The trace changes by $a\cdot a-i\cdot i=0$; without normalisation the electron number could change. `promote_density` establishes these products one by one.

```lean
/-- Moving an electron from an occupied unit orbital `i` to an empty unit orbital `a` gives again
a determinant with the same electron number, and `i` and `a` are orthogonal. -/
theorem promote_density {D : Matrix n n ℝ} (hD : IsDensity D) {i a : n → ℝ}
    (hi : D *ᵥ i = i) (ha : D *ᵥ a = 0) (hii : i ⬝ᵥ i = 1) (haa : a ⬝ᵥ a = 1) :
    IsDensity (promote D i a) ∧ (promote D i a).trace = D.trace ∧ i ⬝ᵥ a = 0 := by
  have hia : i ⬝ᵥ a = 0 := by
    have h1 : (D *ᵥ i) ⬝ᵥ a = i ⬝ᵥ (D *ᵥ a) := by
      rw [Matrix.dotProduct_mulVec, ← Matrix.mulVec_transpose, hD.symm]
    rw [hi, ha, dotProduct_zero] at h1
    exact h1
  have hT : ∀ u : n → ℝ, (vecMulVec u u)ᵀ = vecMulVec u u := by
    intro u
    ext p q
    simp only [Matrix.transpose_apply, vecMulVec_apply]
    ring
  have hL : ∀ u : n → ℝ, D * vecMulVec u u = vecMulVec (D *ᵥ u) u := by
    intro u
    ext p q
    simp only [Matrix.mul_apply, vecMulVec_apply, Matrix.mulVec, dotProduct, Finset.sum_mul,
      mul_assoc]
  have hM : ∀ u v : n → ℝ,
      vecMulVec u u * vecMulVec v v = (u ⬝ᵥ v) • vecMulVec u v := by
    intro u v
    ext p q
    simp only [Matrix.mul_apply, vecMulVec_apply, Matrix.smul_apply, smul_eq_mul, dotProduct,
      Finset.sum_mul]
    refine Finset.sum_congr rfl fun r _ => ?_
    ring
  have hR : ∀ u : n → ℝ, vecMulVec u u * D = (D * vecMulVec u u)ᵀ := by
    intro u
    rw [Matrix.transpose_mul, hT, hD.symm]
  have dP : D * vecMulVec i i = vecMulVec i i := by rw [hL, hi]
  have dQ : D * vecMulVec a a = 0 := by
    rw [hL, ha]
    ext p q
    simp [vecMulVec_apply]
  have Pd : vecMulVec i i * D = vecMulVec i i := by rw [hR, dP, hT]
  have Qd : vecMulVec a a * D = 0 := by rw [hR, dQ, Matrix.transpose_zero]
  have PP : vecMulVec i i * vecMulVec i i = vecMulVec i i := by rw [hM, hii, one_smul]
  have QQ : vecMulVec a a * vecMulVec a a = vecMulVec a a := by rw [hM, haa, one_smul]
  have PQ : vecMulVec i i * vecMulVec a a = 0 := by rw [hM, hia, zero_smul]
  have QP : vecMulVec a a * vecMulVec i i = 0 := by
    rw [hM, dotProduct_comm, hia, zero_smul]
  have htr : ∀ u : n → ℝ, (vecMulVec u u).trace = u ⬝ᵥ u := by
    intro u
    simp only [Matrix.trace, Matrix.diag_apply, vecMulVec_apply, dotProduct]
  refine ⟨⟨?_, ?_⟩, ?_, hia⟩
  · simp only [promote, Matrix.transpose_sub, Matrix.transpose_add, hT, hD.symm]
  · simp only [promote, Matrix.add_mul, Matrix.sub_mul, Matrix.mul_add, Matrix.mul_sub,
      hD.idem, dP, dQ, Pd, Qd, PP, QQ, PQ, QP]
    abel
  · rw [promote, Matrix.trace_sub, Matrix.trace_add, htr, htr, hii, haa]
    ring
```

## A minimum among all determinants

`IsMinimiser` makes $D'$ a competitor, so $E(D')\ge E(D)$, and the energy identity gives the bound. The name `koopmans_gap` refers to this orbital-energy difference, not to Koopmans' theorem on ionisation energies.

What remains open for a real calculation is whether its converged solution is such a minimum. Convergence gives self-consistency only, and a restricted calculation compares fewer determinants.

```lean
/-- At a Hartree-Fock minimum with pair-symmetric integrals, an occupied unit orbital `i` and an
empty unit orbital `a` satisfy `F_aa - F_ii ≥ J_ia - K_ia`. -/
theorem koopmans_gap {h : Matrix n n ℝ} {g : n → n → n → n → ℝ} (hg : PairSymmetric g)
    {D : Matrix n n ℝ} (hD : IsMinimiser h g D) {i a : n → ℝ}
    (hi : D *ᵥ i = i) (ha : D *ᵥ a = 0) (hii : i ⬝ᵥ i = 1) (haa : a ⬝ᵥ a = 1) :
    a ⬝ᵥ fock h g D *ᵥ a - i ⬝ᵥ fock h g D *ᵥ i ≥ coulomb g i a - exchange g i a := by
  obtain ⟨hd, ht, _⟩ := promote_density hD.density hi ha hii haa
  have hle := hD.le _ hd ht
  rw [energy_promote h hg] at hle
  linarith
```

## Positive repulsion

`Repulsive` stands for the positivity of $1/r_{12}$; it is assumed for the integrals, not derived. Apply it to $A_{pr}=i_pa_r-a_pi_r$. If $A$ were zero, contracting with $i$ would give $a=(i\cdot a)\,i=0$, contradicting $a\cdot a=1$. Expansion and pair symmetry give

$$\sum_{pqrs}A_{pr}A_{qs}(pq|rs)=2(J_{ia}-K_{ia})>0.$$

The normalised pair function $A/\sqrt2$ has interaction energy $J_{ia}-K_{ia}$. With no interaction and equal levels the gap is zero, so non-negativity alone would not give strict ordering.

```lean
/-- For a pair-symmetric repulsive interaction, the exchange integral of two orthonormal orbitals
is smaller than their Coulomb integral. -/
theorem exchange_lt_coulomb {g : n → n → n → n → ℝ} (hg : PairSymmetric g) (hr : Repulsive g)
    {i a : n → ℝ} (hii : i ⬝ᵥ i = 1) (haa : a ⬝ᵥ a = 1) (hia : i ⬝ᵥ a = 0) :
    exchange g i a < coulomb g i a := by
  have hswap : ∀ u v w x : n → ℝ, eri g u v w x = eri g w x u v := by
    intro u v w x
    refine (sum_pair (fun p q r s => u p * v q * w r * x s * g p q r s)).trans ?_
    refine Finset.sum_congr rfl fun p _ => Finset.sum_congr rfl fun q _ =>
      Finset.sum_congr rfl fun r _ => Finset.sum_congr rfl fun s _ => ?_
    show u r * v s * w p * x q * g r s p q = _
    rw [hg r s p q]
    ring
  -- the antisymmetrised pair function of the two orbitals
  have hpos := hr (Matrix.of fun p r => i p * a r - a p * i r)
    (by
      ext p r
      simp only [Matrix.transpose_apply, Matrix.of_apply, Matrix.neg_apply]
      ring)
    (by
      intro h0
      have hp : ∀ p r, i p * a r - a p * i r = 0 := fun p r => congrFun (congrFun h0 p) r
      have ha0 : a = 0 := by
        funext p
        have h1 : a p * (i ⬝ᵥ i) = i p * (i ⬝ᵥ a) := by
          simp only [dotProduct, Finset.mul_sum]
          refine Finset.sum_congr rfl fun r _ => ?_
          linear_combination (-(i r)) * hp p r
        rw [hii, hia, mul_one, mul_zero] at h1
        exact h1
      rw [ha0, dotProduct_zero] at haa
      exact zero_ne_one haa)
  have hsum : ∑ p, ∑ q, ∑ r, ∑ s,
      (i p * a r - a p * i r) * (i q * a s - a q * i s) * g p q r s
      = eri g i i a a - eri g i a a i - eri g a i i a + eri g a a i i := by
    simp only [eri, ← Finset.sum_sub_distrib, ← Finset.sum_add_distrib]
    refine Finset.sum_congr rfl fun p _ => Finset.sum_congr rfl fun q _ =>
      Finset.sum_congr rfl fun r _ => Finset.sum_congr rfl fun s _ => ?_
    ring
  simp only [Matrix.of_apply] at hpos
  rw [hsum, hswap a i i a, hswap a a i i] at hpos
  unfold exchange coulomb
  linarith
```

## Canonical orbitals

If $Fi=\varepsilon_i i$ and $Fa=\varepsilon_a a$, then $F_{ii}=\varepsilon_i$ and $F_{aa}=\varepsilon_a$, so $\varepsilon_a-\varepsilon_i\ge J_{ia}-K_{ia}>0$. Without these equations, the same ordering holds for the expectation values $F_{ii}$ and $F_{aa}$. The name `no_unfilled_shells` means that an occupied and an empty canonical orbital never share a level; wholly empty levels are allowed.

```lean
/-- At a Hartree-Fock minimum with a pair-symmetric repulsive interaction, the energy of an occupied
canonical orbital lies strictly below that of an empty one. -/
theorem no_unfilled_shells {h : Matrix n n ℝ} {g : n → n → n → n → ℝ} (hg : PairSymmetric g)
    (hr : Repulsive g) {D : Matrix n n ℝ} (hD : IsMinimiser h g D) {i a : n → ℝ} {εi εa : ℝ}
    (hi : D *ᵥ i = i) (ha : D *ᵥ a = 0) (hii : i ⬝ᵥ i = 1) (haa : a ⬝ᵥ a = 1)
    (hFi : fock h g D *ᵥ i = εi • i) (hFa : fock h g D *ᵥ a = εa • a) : εi < εa := by
  obtain ⟨_, _, hia⟩ := promote_density hD.density hi ha hii haa
  have h1 := koopmans_gap hg hD hi ha hii haa
  have h2 := exchange_lt_coulomb hg hr hii haa hia
  rw [hFi, hFa, dotProduct_smul, dotProduct_smul, hii, haa, smul_eq_mul, smul_eq_mul] at h1
  linarith
```

## One electron in two levels

Take levels $0$ and $e\ge0$, indexed 0 and 1, with a constant repulsion, so $J=1$ and $K=0$. For a density matrix $X$, $E(X)=eX_{11}+\det X$. One electron has $\det X=0$ and $X_{11}\ge0$, so filling level 0 is a minimum. The gap is $e+J-K$, and at $e=0$ the bound is attained.

Filling level 1 instead is also self-consistent, but a short calculation outside Lean gives the gap $1-e$. For $e>0$ this violates the bound, so self-consistency alone does not imply it.

```lean
/-- A model interaction on two orbitals: `(pq|rs) = 1` if `p = q` and `r = s`, and zero
otherwise. -/
def modelRepulsion (p q r s : Fin 2) : ℝ :=
  (if p = q then 1 else 0) * (if r = s then 1 else 0)

/-- One electron in two levels with spacing `e ≥ 0` and the model interaction: level 0 filled is a
minimum, and the gap `F_aa - F_ii` equals `e + (J_ia - K_ia)`. -/
theorem koopmans_gap_witness (e : ℝ) (he : 0 ≤ e) :
    PairSymmetric modelRepulsion ∧ Repulsive modelRepulsion ∧
    IsMinimiser !![0, 0; 0, e] modelRepulsion !![1, 0; 0, 0] ∧
    !![1, 0; 0, 0] *ᵥ ![(1 : ℝ), 0] = ![1, 0] ∧ !![1, 0; 0, 0] *ᵥ ![(0 : ℝ), 1] = 0 ∧
    ![(0 : ℝ), 1] ⬝ᵥ fock !![0, 0; 0, e] modelRepulsion !![1, 0; 0, 0] *ᵥ ![0, 1]
      - ![(1 : ℝ), 0] ⬝ᵥ fock !![0, 0; 0, e] modelRepulsion !![1, 0; 0, 0] *ᵥ ![1, 0]
      = e + (coulomb modelRepulsion ![1, 0] ![0, 1]
        - exchange modelRepulsion ![1, 0] ![0, 1]) := by
  -- the two-electron energy is the determinant of the density matrix
  have hE : ∀ X : Matrix (Fin 2) (Fin 2) ℝ, energy !![0, 0; 0, e] modelRepulsion X
      = e * X 1 1 + (X 0 0 * X 1 1 - X 0 1 * X 1 0) := by
    intro X
    simp only [energy, Matrix.trace_fin_two, Matrix.mul_apply, Fin.sum_univ_two]
    simp [meanField, modelRepulsion, Fin.sum_univ_two]
    ring
  refine ⟨fun p q r s => mul_comm _ _, ?_, ⟨⟨?_, ?_⟩, ?_⟩, ?_, ?_, ?_⟩
  · intro A hA h0
    have hA' : ∀ p r, A r p = -A p r := fun p r => congrFun (congrFun hA p) r
    have h00 : A 0 0 = 0 := by linarith [hA' 0 0]
    have h11 : A 1 1 = 0 := by linarith [hA' 1 1]
    have h01 : A 0 1 ≠ 0 := by
      intro hz
      apply h0
      ext p r
      fin_cases p <;> fin_cases r <;> simp [h00, h11, hz, hA' 0 1]
    have hs : ∑ p, ∑ q, ∑ r, ∑ s, A p r * A q s * modelRepulsion p q r s
        = A 0 0 ^ 2 + A 0 1 ^ 2 + A 1 0 ^ 2 + A 1 1 ^ 2 := by
      simp [modelRepulsion, Fin.sum_univ_two]
      ring
    rw [hs]
    positivity
  · ext p q
    fin_cases p <;> fin_cases q <;> simp
  · ext p q
    fin_cases p <;> fin_cases q <;> simp [Matrix.mul_apply, Fin.sum_univ_two]
  · intro X hX ht
    have hs : X 1 0 = X 0 1 := congrFun (congrFun hX.symm 0) 1
    have h11 := congrFun (congrFun hX.idem 1) 1
    simp only [Matrix.mul_apply, Fin.sum_univ_two] at h11
    have ht' : X 0 0 + X 1 1 = 1 := by simpa [Matrix.trace_fin_two] using ht
    have hdet : X 0 0 * X 1 1 - X 0 1 * X 1 0 = 0 := by
      linear_combination X 1 1 * ht' - h11
    have hz : 0 ≤ X 1 1 := by
      rw [hs] at h11
      nlinarith [mul_self_nonneg (X 0 1), mul_self_nonneg (X 1 1)]
    have hE0 : energy !![0, 0; 0, e] modelRepulsion !![1, 0; 0, 0] = 0 := by
      rw [hE]
      simp
    rw [hE0, hE, hdet, add_zero]
    exact mul_nonneg he hz
  · ext p
    fin_cases p <;> simp [Matrix.mulVec, dotProduct, Fin.sum_univ_two]
  · ext p
    fin_cases p <;> simp [Matrix.mulVec, dotProduct, Fin.sum_univ_two]
  · simp [fock, meanField, modelRepulsion, coulomb, exchange, eri, Matrix.mulVec, dotProduct,
      Fin.sum_univ_two]

end

end HartreeFockGap
```
```lean
#print axioms HartreeFockGap.no_unfilled_shells
```

```
'HartreeFockGap.no_unfilled_shells' depends on axioms: [propext, Classical.choice, Quot.sound]
```
